# Spin operators of one orbital: su(2) relations and $S^2=\tfrac34(n_\uparrow-n_\downarrow)^2$

Let $u$ and $d$ annihilate an up and a down electron in the same orbital, and let them satisfy the canonical anticommutation relations. Write $^*$ for the adjoint (the dagger of most textbooks), $n_\uparrow=u^*u$ and $n_\downarrow=d^*d$ for the occupation numbers, and set, in units of $\hbar=1$,

$$S^+=u^*d,\qquad S^-=(S^+)^*,\qquad S^z=\tfrac12(n_\uparrow-n_\downarrow).$$

Then

$$[S^z,S^+]=S^+,\qquad [S^z,S^-]=-S^-,\qquad [S^+,S^-]=2S^z,$$

$$S^2:=(S^z)^2+\tfrac12(S^+S^-+S^-S^+)=\tfrac34\,(n_\uparrow-n_\downarrow)^2 .$$

Two consequences are $S^2S^2=\tfrac34S^2$ and

$$n_\uparrow n_\downarrow=\tfrac12(n_\uparrow+n_\downarrow)-\tfrac23S^2 .$$

## Local moments and double occupancy in Hubbard codes

A Hubbard code usually measures the double occupancy $\langle n_\uparrow n_\downarrow\rangle$ on a site. Given also the mean occupation $\langle n_\uparrow+n_\downarrow\rangle$ of the site, the last identity converts it into the local spin $\langle S^2\rangle$ without a separate measurement of the spin-flip terms. It holds as an operator equation for the single orbital of that site, so it applies to any state of the lattice, correlated or not.

The same identity rewrites the on-site interaction of strength $U$ as

$$U n_\uparrow n_\downarrow=\tfrac U2(n_\uparrow+n_\downarrow)-\tfrac{2U}{3}S^2 .$$

For $U>0$ the interaction therefore favours a local moment at fixed filling. Auxiliary-field methods that couple a scalar field to the site magnetisation $n_\uparrow-n_\downarrow$ use this form, with $S^2$ replaced by $\tfrac34(n_\uparrow-n_\downarrow)^2$.

The square belongs inside the expectation value. $\langle(n_\uparrow-n_\downarrow)^2\rangle$ and $\langle n_\uparrow-n_\downarrow\rangle^2$ differ by the variance of the magnetisation, and a paramagnetic state can have a large local moment with zero mean magnetisation.

## From anticommutators to the spin algebra

The relations assumed are

$$u^2=d^2=0,\quad ud+du=0,\quad uu^*+u^*u=1,\quad dd^*+d^*d=1,\quad ud^*+d^*u=0 .$$

Their adjoints give $u^*u^*=d^*d^*=0$, $u^*d^*=-d^*u^*$ and $du^*=-u^*d$.

**Occupation numbers.** Replacing the inner $uu^*$ by $1-u^*u$ gives

$$n_\uparrow^2=u^*(uu^*)u=u^*u-u^*u^*uu=n_\uparrow ,$$

and likewise $n_\downarrow^2=n_\downarrow$. Four exchanges, each with a sign, show that the two numbers commute:

$$u^*u\,d^*d=-u^*d^*ud=d^*u^*ud=-d^*u^*du=d^*d\,u^*u .$$

**Spin-flip products.** Since $S^-=d^*u$,

$$S^+S^-=u^*dd^*u=u^*u-u^*d^*du .$$

Here $u^*d^*du=-u^*d^*ud=u^*u\,d^*d$, so $S^+S^-=n_\uparrow(1-n_\downarrow)$. Exchanging the modes gives $S^-S^+=n_\downarrow(1-n_\uparrow)$.

**Single occupancy.** Put $M=n_\uparrow-n_\downarrow$. Expanding the square and using idempotency,

$$M^2=n_\uparrow+n_\downarrow-n_\uparrow n_\downarrow-n_\downarrow n_\uparrow=S^+S^-+S^-S^+ .$$

**Commutators with $S^z$.** The four products needed are

$$n_\uparrow S^+=u^*(1-u^*u)d=S^+,\qquad n_\downarrow S^+=d^*du^*d=-d^*u^*dd=0,$$

$$S^+n_\uparrow=u^*du^*u=-u^*u^*du=0,\qquad S^+n_\downarrow=u^*(1-d^*d)d=S^+ .$$

Hence $MS^+=S^+$ and $S^+M=-S^+$, and with $S^z=M/2$ this gives $[S^z,S^+]=S^+$. Exchanging the modes turns $M$ into $-M$ and $S^+$ into $S^-$, so $MS^-=-S^-$, $S^-M=S^-$ and $[S^z,S^-]=-S^-$.

**The remaining relations.** Subtracting the spin-flip products, the mixed terms cancel because the numbers commute:

$$[S^+,S^-]=n_\uparrow-n_\downarrow=2S^z .$$

The square of the spin is $S^2=\tfrac14M^2+\tfrac12M^2=\tfrac34M^2$.

For its square, write $M^2=n_\uparrow+n_\downarrow-2n_\uparrow n_\downarrow$. Multiplying by $M$ and reducing with idempotency gives $M^3=M$, so

$$S^2S^2=\tfrac{9}{16}M^4=\tfrac{9}{16}M^2=\tfrac34S^2 .$$

Solving the expression for $M^2$ for the double occupancy gives $n_\uparrow n_\downarrow=\tfrac12(n_\uparrow+n_\downarrow)-\tfrac12M^2$, and $\tfrac12M^2=\tfrac23S^2$.

## The Lean source

```lean
import Mathlib

open Matrix

namespace SpinFromFermions

variable {A : Type*} [Ring A] [StarRing A]

/-- The canonical anticommutation relations for two fermionic modes with annihilation
operators `u` (spin up) and `d` (spin down); the creation operators are their adjoints. -/
structure IsCARPair (u d : A) : Prop where
  sq_up : u * u = 0
  sq_down : d * d = 0
  anti : u * d + d * u = 0
  norm_up : u * star u + star u * u = 1
  norm_down : d * star d + star d * d = 1
  mixed : u * star d + star d * u = 0

/-- The occupation number `c* c` of a mode with annihilation operator `c`. -/
def number (c : A) : A := star c * c

/-- The spin-raising operator `S+ = u* d`, which turns a down electron into an up electron. -/
def raise (u d : A) : A := star u * d

/-- The spin-lowering operator `S-`, the adjoint of `S+`. -/
def lower (u d : A) : A := star (raise u d)

/-- The anticommutation relations are unchanged when the two modes are exchanged. -/
theorem IsCARPair.symm {u d : A} (h : IsCARPair u d) : IsCARPair d u where
  sq_up := h.sq_down
  sq_down := h.sq_up
  anti := by rw [add_comm]; exact h.anti
  norm_up := h.norm_down
  norm_down := h.norm_up
  mixed := by
    have := congrArg star h.mixed
    simpa only [star_add, star_mul, star_star, star_zero] using this

/-- Lowering the spin is the same as raising it with the roles of up and down exchanged. -/
theorem lower_eq_raise_swap (u d : A) : lower u d = raise d u := by
  simp only [lower, raise, star_mul, star_star]

/-- For two CAR modes the occupation number of the first is idempotent, and the two
occupation numbers commute. -/
theorem number_idem_and_comm {u d : A} (h : IsCARPair u d) :
    number u * number u = number u ∧ number u * number d = number d * number u := by
  have haa : star u * star u = 0 := by rw [← star_mul, h.sq_up, star_zero]
  have hab : star d * star u + star u * star d = 0 := by
    have := congrArg star h.anti
    simpa only [star_add, star_mul, star_zero] using this
  unfold number
  constructor
  · linear_combination (norm := noncomm_ring)
      star u * h.norm_up * u - haa * (u * u)
  · -- carry the pair `d* d` through `u* u`, one exchange at a time
    linear_combination (norm := noncomm_ring)
      star u * h.mixed * d - hab * (u * d) + star d * star u * h.anti
        - star d * h.symm.mixed * u

/-- For two CAR modes, `S+ S-` is the operator "up filled, down empty" and `S- S+` is the
operator "down filled, up empty". -/
theorem flip_products {u d : A} (h : IsCARPair u d) :
    raise u d * lower u d = number u * (1 - number d) ∧
      lower u d * raise u d = number d * (1 - number u) := by
  have key : ∀ {x y : A}, IsCARPair x y →
      raise x y * raise y x = number x * (1 - number y) := by
    intro x y k
    unfold raise number
    linear_combination (norm := noncomm_ring)
      star x * k.norm_down * x + star x * k.mixed * y - star x * star y * k.anti
  rw [lower_eq_raise_swap]
  exact ⟨key h, key h.symm⟩

/-- For two CAR modes, the square of `n_up - n_down` is the operator of single occupancy:
up filled and down empty, or down filled and up empty. -/
theorem moment_sq {u d : A} (h : IsCARPair u d) :
    (number u - number d) * (number u - number d) =
      number u * (1 - number d) + number d * (1 - number u) := by
  linear_combination (norm := noncomm_ring)
    (number_idem_and_comm h).1 + (number_idem_and_comm h.symm).1

/-- For two CAR modes, multiplying `S+` by `n_up - n_down` gives `S+` from the left and
`-S+` from the right. -/
theorem moment_mul_raise {u d : A} (h : IsCARPair u d) :
    (number u - number d) * raise u d = raise u d ∧
      raise u d * (number u - number d) = -raise u d := by
  have haa : star u * star u = 0 := by rw [← star_mul, h.sq_up, star_zero]
  unfold number raise
  constructor
  · linear_combination (norm := noncomm_ring)
      star u * h.norm_up * d - haa * (u * d) - star d * h.symm.mixed * d
        + star d * star u * h.sq_down
  · linear_combination (norm := noncomm_ring)
      star u * h.symm.mixed * u - haa * (d * u) - star u * h.norm_down * d
        + star u * star d * h.sq_down

variable [Algebra ℂ A]

/-- The spin component `Sz = (n_up - n_down) / 2`. -/
noncomputable def spinZ (u d : A) : A := (1 / 2 : ℂ) • (number u - number d)

/-- The total spin operator `S² = Sz² + (S+ S- + S- S+) / 2`. -/
noncomputable def spinSq (u d : A) : A :=
  spinZ u d * spinZ u d + (1 / 2 : ℂ) • (raise u d * lower u d + lower u d * raise u d)

/-- Spin from fermions: for two CAR modes, `S+`, `S-` and `Sz` obey the su(2) commutation
relations, and the total spin is `S² = (3/4) (n_up - n_down)²`. -/
theorem spin_from_fermions {u d : A} (h : IsCARPair u d) :
    spinZ u d * raise u d - raise u d * spinZ u d = raise u d ∧
    spinZ u d * lower u d - lower u d * spinZ u d = -lower u d ∧
    raise u d * lower u d - lower u d * raise u d = (2 : ℂ) • spinZ u d ∧
    spinSq u d = (3 / 4 : ℂ) • (number u - number d) ^ 2 := by
  obtain ⟨hpm, hmp⟩ := flip_products h
  refine ⟨?_, ?_, ?_, ?_⟩
  · obtain ⟨h1, h2⟩ := moment_mul_raise h
    simp only [spinZ, smul_mul_assoc, mul_smul_comm]
    rw [h1, h2]
    module
  · -- the relation for `S-` is the one for `S+` with the modes exchanged
    obtain ⟨h1, h2⟩ := moment_mul_raise h.symm
    rw [lower_eq_raise_swap]
    simp only [spinZ, smul_mul_assoc, mul_smul_comm]
    rw [← neg_sub (number d) (number u), neg_mul, mul_neg, h1, h2]
    module
  · have e : (2 : ℂ) • spinZ u d = number u - number d := by
      unfold spinZ
      module
    rw [hpm, hmp, e]
    linear_combination (norm := noncomm_ring) -(number_idem_and_comm h).2
  · -- the sum `S+ S- + S- S+` is the square of `n_up - n_down`
    have hs : raise u d * lower u d + lower u d * raise u d =
        (number u - number d) * (number u - number d) := by
      rw [hpm, hmp, moment_sq h]
    unfold spinSq
    rw [hs]
    simp only [spinZ, smul_mul_assoc, mul_smul_comm, sq]
    module

/-- For two CAR modes the total spin satisfies `S² S² = (3/4) S²`. -/
theorem spinSq_mul_self {u d : A} (h : IsCARPair u d) :
    spinSq u d * spinSq u d = (3 / 4 : ℂ) • spinSq u d := by
  obtain ⟨hp, hc⟩ := number_idem_and_comm h
  have hq := (number_idem_and_comm h.symm).1
  -- the moment `n_up - n_down` equals its own cube
  have h3 : (number u - number d) * (number u - number d) * (number u - number d) =
      number u - number d := by
    rw [moment_sq h]
    linear_combination (norm := noncomm_ring)
      hp - hq + number u * hq - number d * hp + hc - hc * number u - number d * hp
        - hc * number d + number u * hq
  rw [(spin_from_fermions h).2.2.2, sq]
  simp only [smul_mul_assoc, mul_smul_comm]
  rw [← mul_assoc, h3]

/-- For two CAR modes, the double occupancy in the Hubbard interaction is
`n_up n_down = (n_up + n_down) / 2 - (2/3) S²`. -/
theorem double_occupancy_eq {u d : A} (h : IsCARPair u d) :
    number u * number d =
      (1 / 2 : ℂ) • (number u + number d) - (2 / 3 : ℂ) • spinSq u d := by
  rw [(spin_from_fermions h).2.2.2, sq, moment_sq h]
  simp only [mul_sub, mul_one]
  rw [← (number_idem_and_comm h).2]
  module

/-- Two explicit 4 × 4 Jordan-Wigner matrices satisfy the anticommutation relations of
two fermionic modes. -/
theorem isCARPair_witness :
    IsCARPair (!![0, 0, 1, 0; 0, 0, 0, 1; 0, 0, 0, 0; 0, 0, 0, 0] : Matrix (Fin 4) (Fin 4) ℂ)
      !![0, 1, 0, 0; 0, 0, 0, 0; 0, 0, 0, -1; 0, 0, 0, 0] := by
  -- the two creation operators, written out
  have hu : star (!![0, 0, 1, 0; 0, 0, 0, 1; 0, 0, 0, 0; 0, 0, 0, 0] :
      Matrix (Fin 4) (Fin 4) ℂ) = !![0, 0, 0, 0; 0, 0, 0, 0; 1, 0, 0, 0; 0, 1, 0, 0] := by
    ext i j
    fin_cases i <;> fin_cases j <;> simp
  have hd : star (!![0, 1, 0, 0; 0, 0, 0, 0; 0, 0, 0, -1; 0, 0, 0, 0] :
      Matrix (Fin 4) (Fin 4) ℂ) = !![0, 0, 0, 0; 1, 0, 0, 0; 0, 0, 0, 0; 0, 0, -1, 0] := by
    ext i j
    fin_cases i <;> fin_cases j <;> simp
  constructor <;> ext i j <;> fin_cases i <;> fin_cases j <;>
    simp [hu, hd, Matrix.mul_apply, Fin.sum_univ_four]

end SpinFromFermions
```

```lean
#print axioms SpinFromFermions.spin_from_fermions
#print axioms SpinFromFermions.spinSq_mul_self
#print axioms SpinFromFermions.double_occupancy_eq
```

```
'SpinFromFermions.spin_from_fermions' depends on axioms: [propext, Classical.choice, Quot.sound]
'SpinFromFermions.spinSq_mul_self' depends on axioms: [propext, Classical.choice, Quot.sound]
'SpinFromFermions.double_occupancy_eq' depends on axioms: [propext, Classical.choice, Quot.sound]
```

## How the definitions and lemmas correspond to the algebra

The type `A` is a ring with an adjoint operation `star`, and from `spinZ` onwards also an algebra over the complex numbers. It may be a matrix algebra or an infinite-dimensional operator algebra. `IsCARPair u d` contains the six anticommutation relations. `number`, `raise`, `lower`, `spinZ` and `spinSq` are $n$, $S^+$, $S^-$, $S^z$ and $S^2$. The docstrings call $S^2$ the total spin for short; it is the square of the spin vector of the orbital. `lower` is defined as the adjoint of `raise`, and `lower_eq_raise_swap` shows that it equals $d^*u$.

The theorem `spin_from_fermions` states that for every such pair the three commutators and the formula for $S^2$ hold. `spinSq_mul_self` and `double_occupancy_eq` are the two consequences.

`IsCARPair.symm` is the exchange of modes, which supplies the second half of most arguments. The word "moment" in `moment_sq` and `moment_mul_raise` means the dimensionless $M=2S^z$, without a magneton or a $g$-factor. The first of these lemmas is the single-occupancy step and the second gives $MS^+=S^+$ and $S^+M=-S^+$; `number_idem_and_comm` and `flip_products` are the two steps before them.

Most of these lemmas are closed by `linear_combination (norm := noncomm_ring)`. Each term in it is a known identity (an anticommutation relation, the adjoint of one, or an earlier lemma), multiplied where necessary by further operators on the left or right. Such a multiplied term is a substitution inside a longer product. In the proof of $n_\uparrow^2=n_\uparrow$, for example, `star u * h.norm_up * u` replaces the inner $uu^*$, and `haa * (u * u)` removes the term with $u^*u^*$. The tactic `noncomm_ring` then checks that everything cancels without reordering factors. In the main theorem, `module` collects the numerical coefficients, such as $\tfrac14+\tfrac12=\tfrac34$.

`isCARPair_witness` gives a concrete pair of $4\times4$ Jordan-Wigner matrices and checks the relations entry by entry. In the basis $|00\rangle,|01\rangle,|10\rangle,|11\rangle$, with the up occupation written first, the entry $-1$ in the matrix for $d$ is the sign from passing a filled up mode.

## From a CAR pair to the spin in a program

The identities hold for every pair of elements that satisfies the six relations, whatever the Hamiltonian or the state. For a program this leaves two things to establish: that its operators satisfy the relations, and that they describe the intended modes. The first can be checked numerically on the stored matrices, up to rounding. The relations $uu^*+u^*u=1$ and $dd^*+d^*d=1$ express that each spin orbital is normalised.

The second is physical, and the hypotheses do not address it: $u$ and $d$ must belong to the two spin states of the same spatial orbital. In an unrestricted Hartree-Fock calculation, an up orbital and a down orbital with different spatial parts still give a CAR pair. The theorem then applies, but $u^*d$ changes the spatial function as well as the spin, so `spinSq` is a pseudospin and not the electron spin.

The result also concerns one orbital at a time. The square of the total spin of a molecule or lattice contains products of spin operators on different orbitals, and $\langle S^2\rangle$ for the whole system is not in general the sum of the local values.
